# The Berry-Balazs packet: a free Schrödinger wave whose density accelerates without spreading

## How can a packet accelerate when no force acts on it?

If a real, twice differentiable function A satisfies A''(s) = s A(s), then

ψ(x,t) = A(x − t²/4) exp(i(tx/2 − t³/12))

is said to solve the free equation i ψ_t = −ψ_xx/2, with density A(x − t²/4)². That density keeps its shape and moves with constant acceleration 1/2. But there is no potential, and Ehrenfest's theorem tells me that the mean position of a free particle moves uniformly. Is this really an exact solution, and if so, where does the acceleration come from? Could I pick a different acceleration for the same A?

## The profile balances the inertial force of the accelerated frame

It is an exact solution, and for an Airy profile that is not identically zero the acceleration 1/2 is the only one that works in this family of packets. Ehrenfest's theorem is not contradicted, because the packet has no mean position. Every non-zero real solution of A'' = sA oscillates on the negative axis with an amplitude that falls only as |s|^(−1/4), so the integral of A² diverges and ψ cannot be normalised.

To see where the number 1/2 comes from, leave the acceleration free. Use units with ħ = m = 1, let g be any real acceleration (no gravity is meant), and write

ψ = A(q) exp(iθ), q = x − gt²/2, θ = gtx − g²t³/3.

The derivatives of q and θ are

q_t = −gt, q_x = 1, θ_t = gx − g²t², θ_x = gt.

The product and chain rules then give, with A and its derivatives taken at q,

ψ_t = [−gt A' + i(gx − g²t²) A] exp(iθ)

ψ_x = [A' + igt A] exp(iθ)

ψ_xx = [A'' + 2igt A' − g²t² A] exp(iθ).

In i ψ_t + ψ_xx/2 the two terms with A' cancel. The terms with A have the coefficient

−gx + g²t² − g²t²/2 = −g(x − gt²/2) = −gq,

so that

i ψ_t + ψ_xx/2 = ½ [A''(q) − 2gq A(q)] exp(iθ).

The phase factor is never zero. The free equation therefore holds everywhere if A''(s) = 2gs A(s) for all s. Conversely, at t = 0 we have q = x, and the free equation at that one instant already forces the profile equation at every point.

Written as −A''/2 + gsA = 0, the profile equation is the stationary equation at zero energy in the linear potential gs. That is the potential of the inertial force felt in a frame with acceleration g. The packet is at rest in that frame, and so it accelerates in the laboratory.

Since |exp(iθ)| = 1, the density is A(q)², the initial density displaced by gt²/2. The current follows from

ψ̄ ψ_x = A A' + igt A²,

whose imaginary part is gt times the density. The flow velocity is thus gt at every position where the density is non-zero, and velocities that are equal everywhere at all times mean no spreading. Equality at a single instant would not be enough: a real Gaussian has velocity zero everywhere at t = 0 and still spreads.

For g = 1/2 the profile equation becomes A'' = sA, and q and θ become x − t²/4 and tx/2 − t³/12, as in your formula. If A satisfies A'' = sA and the packet with acceleration g is also a solution, then s A(s) = 2gs A(s) for all s. One point s₀ ≠ 0 with A(s₀) ≠ 0 gives g = 1/2.

### What the Lean statements say

`packet A g x t` is ψ(x,t), and `carrier g x t` is its phase factor exp(iθ). Despite the name, this is not a carrier wave of fixed wave number, since its wave number gt changes with time unless g = 0. The functions `A1` and `A2` are A' and A'': the hypotheses `hA` and `hA1` say that A has derivative `A1` and that `A1` has derivative `A2` at every real point.

`IsFreeSolution ψ` says that there are functions ψ_t, ψ_x and ψ_xx which are true derivatives of ψ at all real x and t, and which satisfy i ψ_t = −ψ_xx/2. It describes one particle on the whole line, without potential, and asks for neither normalisation nor decay.

The main theorems read as follows.

- `packet_isFreeSolution_iff`: for twice differentiable A, the packet is a free solution exactly when A''(s) = 2gs A(s) for all s.
- `packet_density`: the density is A(x − gt²/2)², for any real function A.
- `packet_current`: for differentiable A, Im(ψ̄ ψ_x) is gt times the density. This identity needs no profile equation. Nor does the continuity equation, since the density A(q)² and the current gtA(q)² satisfy it for every differentiable A, so the current alone does not show that ψ is a solution.
- `berry_balazs`: the formula in your question solves the free equation and has the stated density.
- `acceleration_unique`: an Airy profile that is non-zero somewhere away from the origin allows only g = 1/2.

The profile A is assumed and not constructed; the Airy function Ai is the usual choice. The step from here to a laboratory or a grid is truncation: a real packet has finite norm, and it can follow the accelerating solution only approximately and for a limited time. With that restriction, the formula gives a closed-form reference for numerical propagation of a single free particle in one dimension.

```lean
import Mathlib

open Complex ComplexConjugate

namespace BerryBalazs

noncomputable section

/-- The phase factor `exp(i(gtx - g²t³/3))` of a packet with acceleration `g`. -/
def carrier (g x t : ℝ) : ℂ :=
  exp (((g * t * x - g ^ 2 * t ^ 3 / 3 : ℝ) : ℂ) * I)

/-- The packet with real profile `A` and acceleration `g`:
`ψ(x,t) = A(x - gt²/2) exp(i(gtx - g²t³/3))`. -/
def packet (A : ℝ → ℝ) (g x t : ℝ) : ℂ :=
  (A (x - g * t ^ 2 / 2) : ℂ) * carrier g x t

/-- `ψ` has one time derivative and two space derivatives everywhere, and they satisfy
the free Schrödinger equation `i ψ_t = -ψ_xx / 2`. -/
def IsFreeSolution (ψ : ℝ → ℝ → ℂ) : Prop :=
  ∃ ψt ψx ψxx : ℝ → ℝ → ℂ,
    (∀ x t, HasDerivAt (fun s => ψ x s) (ψt x t) t) ∧
    (∀ x t, HasDerivAt (fun y => ψ y t) (ψx x t) x) ∧
    (∀ x t, HasDerivAt (fun y => ψx y t) (ψxx x t) x) ∧
    ∀ x t, I * ψt x t = -ψxx x t / 2

/-- Product rule for a differentiable complex envelope `u` times a phase factor `exp(iθ)`
with differentiable real phase `θ`. -/
theorem hasDerivAt_modulated {u : ℝ → ℂ} {θ : ℝ → ℝ} {u' : ℂ} {θ' s : ℝ}
    (hu : HasDerivAt u u' s) (hθ : HasDerivAt θ θ' s) :
    HasDerivAt (fun y => u y * exp ((θ y : ℂ) * I))
      ((u' + I * θ' * u s) * exp ((θ s : ℂ) * I)) s :=
  (hu.fun_mul (hθ.ofReal_comp.mul_const I).cexp).congr_deriv (by ring)

/-- The time derivative of the packet, for a differentiable profile `A` with derivative `A1`. -/
theorem packet_time {A A1 : ℝ → ℝ} (hA : ∀ s, HasDerivAt A (A1 s) s) (g x t : ℝ) :
    HasDerivAt (fun s => packet A g x s)
      ((-(g * t) * A1 (x - g * t ^ 2 / 2)
        + I * (g * x - g ^ 2 * t ^ 2) * A (x - g * t ^ 2 / 2)) * carrier g x t) t := by
  have hq : HasDerivAt (fun s : ℝ => x - g * s ^ 2 / 2) (-(g * t)) t :=
    ((((hasDerivAt_pow 2 t).const_mul g).div_const 2).const_sub x).congr_deriv
      (by push_cast; ring)
  have hθ : HasDerivAt (fun s : ℝ => g * s * x - g ^ 2 * s ^ 3 / 3)
      (g * x - g ^ 2 * t ^ 2) t :=
    ((((hasDerivAt_id' t).const_mul g).mul_const x).fun_sub
      (((hasDerivAt_pow 3 t).const_mul (g ^ 2)).div_const 3)).congr_deriv
      (by push_cast; ring)
  have hu : HasDerivAt (fun s : ℝ => (A (x - g * s ^ 2 / 2) : ℂ))
      ((A1 (x - g * t ^ 2 / 2) * -(g * t) : ℝ) : ℂ) t :=
    ((hA (x - g * t ^ 2 / 2)).comp t hq).ofReal_comp
  refine HasDerivAt.congr_deriv (hasDerivAt_modulated hu hθ) ?_
  simp only [carrier]
  push_cast
  ring

/-- Space derivative of a differentiable complex envelope times the phase factor of the
packet: the phase contributes the local wave number `gt`. -/
theorem carrier_space {u : ℝ → ℂ} {u' : ℂ} {x : ℝ} (hu : HasDerivAt u u' x) (g t : ℝ) :
    HasDerivAt (fun y => u y * carrier g y t)
      ((u' + I * (g * t) * u x) * carrier g x t) x := by
  have hθ : HasDerivAt (fun y : ℝ => g * t * y - g ^ 2 * t ^ 3 / 3) (g * t) x :=
    (((hasDerivAt_id' x).const_mul (g * t)).sub_const _).congr_deriv (mul_one _)
  refine HasDerivAt.congr_deriv (hasDerivAt_modulated hu hθ) ?_
  simp only [carrier]
  push_cast
  ring

/-- The first space derivative of the packet, for a differentiable profile `A` with
derivative `A1`. -/
theorem packet_space {A A1 : ℝ → ℝ} (hA : ∀ s, HasDerivAt A (A1 s) s) (g x t : ℝ) :
    HasDerivAt (fun y => packet A g y t)
      ((A1 (x - g * t ^ 2 / 2) + I * (g * t) * A (x - g * t ^ 2 / 2)) * carrier g x t) x :=
  carrier_space (HasDerivAt.comp_sub_const x (g * t ^ 2 / 2) (hA _)).ofReal_comp g t

/-- For a twice differentiable real profile `A` with second derivative `A2`, the packet with
acceleration `g` solves the free Schrödinger equation exactly when `A''(s) = 2gs A(s)`. -/
theorem packet_isFreeSolution_iff {A A1 A2 : ℝ → ℝ} (hA : ∀ s, HasDerivAt A (A1 s) s)
    (hA1 : ∀ s, HasDerivAt A1 (A2 s) s) (g : ℝ) :
    IsFreeSolution (packet A g) ↔ ∀ s, A2 s = 2 * g * s * A s := by
  -- the second space derivative
  have hxx : ∀ x t : ℝ, HasDerivAt
      (fun y : ℝ => ((A1 (y - g * t ^ 2 / 2) : ℂ)
        + I * (g * t) * A (y - g * t ^ 2 / 2)) * carrier g y t)
      ((A2 (x - g * t ^ 2 / 2) + 2 * I * (g * t) * A1 (x - g * t ^ 2 / 2)
        - g ^ 2 * t ^ 2 * A (x - g * t ^ 2 / 2)) * carrier g x t) x := by
    intro x t
    have h0 := (HasDerivAt.comp_sub_const x (g * t ^ 2 / 2) (hA _)).ofReal_comp
    have h1 := (HasDerivAt.comp_sub_const x (g * t ^ 2 / 2) (hA1 _)).ofReal_comp
    refine HasDerivAt.congr_deriv
      (carrier_space (h1.fun_add (h0.const_mul (I * (g * t)))) g t) ?_
    linear_combination (g ^ 2 * t ^ 2 * A (x - g * t ^ 2 / 2) * carrier g x t : ℂ) * I_sq
  constructor
  · -- derivatives are unique, so the equation at time zero constrains the profile
    rintro ⟨ψt, ψx, ψxx, ht, hx, hx2, heq⟩ s
    have e1 := (ht s 0).unique (packet_time hA g s 0)
    have e2 := funext fun y => (hx y 0).unique (packet_space hA g y 0)
    have h3 := hx2 s 0
    rw [e2] at h3
    have e3 := h3.unique (hxx s 0)
    have e := heq s 0
    have hs : s - g * 0 ^ 2 / 2 = s := by ring
    rw [e1, e3, hs] at e
    simp only [ofReal_zero] at e
    have hc : carrier g s 0 ≠ 0 := exp_ne_zero _
    have key : (A2 s : ℂ) = 2 * g * s * A s := by
      apply mul_right_cancel₀ hc
      linear_combination 2 * e - (2 * g * s * A s * carrier g s 0 : ℂ) * I_sq
    exact_mod_cast key
  · -- conversely, substitute the profile equation
    intro h
    refine ⟨_, _, _, packet_time hA g, packet_space hA g, hxx, ?_⟩
    intro x t
    have h' : (A2 (x - g * t ^ 2 / 2) : ℂ)
        = 2 * g * (x - g * t ^ 2 / 2) * A (x - g * t ^ 2 / 2) := by
      have h0 := h (x - g * t ^ 2 / 2)
      exact_mod_cast h0
    linear_combination (carrier g x t / 2) * h'
      + ((g * x - g ^ 2 * t ^ 2) * A (x - g * t ^ 2 / 2) * carrier g x t : ℂ) * I_sq

/-- The density of the packet at time `t` is the squared profile displaced by `gt²/2`. -/
theorem packet_density (A : ℝ → ℝ) (g x t : ℝ) :
    ‖packet A g x t‖ ^ 2 = A (x - g * t ^ 2 / 2) ^ 2 := by
  rw [packet, carrier, norm_mul, norm_exp_ofReal_mul_I, mul_one, norm_real,
    Real.norm_eq_abs, sq_abs]

/-- For a differentiable profile, the probability current `Im(ψ* ψ_x)` is the density times
the velocity `gt`, the same at every position. -/
theorem packet_current {A A1 : ℝ → ℝ} (hA : ∀ s, HasDerivAt A (A1 s) s) (g x t : ℝ) :
    (conj (packet A g x t) * deriv (fun y => packet A g y t) x).im
      = g * t * ‖packet A g x t‖ ^ 2 := by
  have hc : conj (carrier g x t) * carrier g x t = 1 := by
    rw [conj_mul', carrier, norm_exp_ofReal_mul_I]
    norm_num
  have h : conj (packet A g x t) * deriv (fun y => packet A g y t) x
      = ((A (x - g * t ^ 2 / 2) * A1 (x - g * t ^ 2 / 2) : ℝ) : ℂ)
        + ((g * t * A (x - g * t ^ 2 / 2) ^ 2 : ℝ) : ℂ) * I := by
    rw [(packet_space hA g x t).deriv, packet, map_mul, conj_ofReal]
    push_cast
    linear_combination ((A (x - g * t ^ 2 / 2) : ℂ) * (A1 (x - g * t ^ 2 / 2)
      + I * (g * t) * A (x - g * t ^ 2 / 2))) * hc
  rw [h, packet_density, add_im, ofReal_im, im_ofReal_mul, I_im, zero_add, mul_one]

/-- The Berry-Balazs packet: if `A''(s) = s A(s)`, then `A(x - t²/4) exp(i(tx/2 - t³/12))`
solves the free Schrödinger equation, and its density is `A(x - t²/4)²`. -/
theorem berry_balazs {A A1 A2 : ℝ → ℝ} (hA : ∀ s, HasDerivAt A (A1 s) s)
    (hA1 : ∀ s, HasDerivAt A1 (A2 s) s) (hAiry : ∀ s, A2 s = s * A s) :
    let ψ : ℝ → ℝ → ℂ := fun x t =>
      (A (x - t ^ 2 / 4) : ℂ) * exp (((t * x / 2 - t ^ 3 / 12 : ℝ) : ℂ) * I)
    IsFreeSolution ψ ∧ ∀ x t, ‖ψ x t‖ ^ 2 = A (x - t ^ 2 / 4) ^ 2 := by
  intro ψ
  have hq : ∀ x t : ℝ, x - 1 / 2 * t ^ 2 / 2 = x - t ^ 2 / 4 := fun x t => by ring
  have hψ : ψ = packet A (1 / 2) := by
    funext x t
    have hp : 1 / 2 * t * x - (1 / 2) ^ 2 * t ^ 3 / 3 = t * x / 2 - t ^ 3 / 12 := by ring
    rw [packet, carrier, hq, hp]
  rw [hψ]
  refine ⟨(packet_isFreeSolution_iff hA hA1 _).2 fun s => ?_, fun x t => ?_⟩
  · rw [hAiry]
    ring
  · rw [packet_density, hq]

/-- If `A''(s) = s A(s)` and `A` is nonzero at some point other than the origin, the packet
with profile `A` solves the free equation only for the acceleration `1/2`. -/
theorem acceleration_unique {A A1 A2 : ℝ → ℝ} (hA : ∀ s, HasDerivAt A (A1 s) s)
    (hA1 : ∀ s, HasDerivAt A1 (A2 s) s) (hAiry : ∀ s, A2 s = s * A s)
    {s₀ : ℝ} (hs : s₀ ≠ 0) (hne : A s₀ ≠ 0) {g : ℝ}
    (hsol : IsFreeSolution (packet A g)) : g = 1 / 2 := by
  have h := (packet_isFreeSolution_iff hA hA1 g).1 hsol s₀
  rw [hAiry] at h
  apply mul_right_cancel₀ (mul_ne_zero hs hne)
  linear_combination (-1 / 2) * h

end

end BerryBalazs
```

```lean
#print axioms BerryBalazs.packet_current
#print axioms BerryBalazs.berry_balazs
#print axioms BerryBalazs.acceleration_unique
```

```
'BerryBalazs.packet_current' depends on axioms: [propext, Classical.choice, Quot.sound]
'BerryBalazs.berry_balazs' depends on axioms: [propext, Classical.choice, Quot.sound]
'BerryBalazs.acceleration_unique' depends on axioms: [propext, Classical.choice, Quot.sound]
```

### From the derivatives to the equivalence

`hasDerivAt_modulated` is the product rule for an envelope times exp(iθ): the derivative of the envelope gains the extra term iθ' times the envelope. `packet_time` applies it in the time variable, with `hq` and `hθ` supplying q_t and θ_t, and yields the formula for ψ_t above.

In the space variable the phase always contributes igt, and `carrier_space` records this for an arbitrary complex envelope. It is used twice. With envelope A(q) it gives ψ_x, which is `packet_space`. With envelope A'(q) + igt A(q) it gives ψ_xx, which is the step `hxx` inside the main theorem.

For the direction from profile to packet, these three derivatives are handed over as the witnesses that `IsFreeSolution` asks for. The profile equation at the point q is `h'`, and `linear_combination` does the cancellation worked out above, using i² = −1 in the form `I_sq`.

For the other direction, some derivatives ψ_t, ψ_x and ψ_xx are given, and nothing is known about them except that they satisfy the equation. A function has at most one derivative at a point, so at t = 0 they must agree with the computed ones. For ψ_x this is needed at all positions at once (`e2`), because ψ_x is then differentiated again. The phase factor is non-zero and is cancelled, which leaves the profile equation between complex numbers; `exact_mod_cast` returns it to the reals.

`packet_density` uses that exp(iθ) has modulus one. `packet_current` uses the same fact as conj(exp(iθ)) exp(iθ) = 1, writes ψ̄ ψ_x as a real part plus i times a real number, and reads off the imaginary part. `berry_balazs` first shows that the textbook formula is `packet A (1 / 2)` and then applies the general results. `acceleration_unique` compares the two expressions for A''(s₀) and cancels the non-zero factor s₀ A(s₀).
